# Glide types of a linear involution correspond to fixed lattice vectors modulo $(1+M)L$

Take the plane with lattice $\mathbb Z^2$ and follow the reflection $(x,y)\mapsto(x,-y)$ by a translation $(a,b)$. Doing this twice translates by $(2a,0)$, so if the operation is a symmetry of a crystal whose translations are exactly those of $\mathbb Z^2$, then $2a$ must be an integer. The component $b$ only places the reflection line at $y=b/2$, and a shift of origin removes it. If $a$ is an integer, a lattice translation removes it too and a mirror remains. If $a$ is half an odd integer, the operation is a glide. The squared translation decides: $2a$ is even for a mirror and odd for a glide.

## Squaring separates mirrors from glides

Let $V$ be a real vector space, $L$ an additive subgroup (the lattice), and $M$ a linear map with $M^2=1$ and $ML\subseteq L$. The operation $(M,t)$ sends $x$ to $Mx+t$. Its square is

$$M(Mx+t)+t=x+(t+Mt),$$

so call $t$ admissible when $t+Mt\in L$. Shifting the origin by $s$ and adding $l\in L$ gives

$$M(x-s)+t+s+l=Mx+t+l+(s-Ms).$$

The removable translation parts therefore form $L+\operatorname{im}(1-M)$; call them mirror-type. Equivalently, some lattice translate of the operation has a fixed point, since $Mx+t+l=x$ means $t=-l+(x-Mx)$.

**Claim.** The map $t\mapsto t+Mt$ induces an isomorphism

$$\frac{\{t: t+Mt\in L\}}{L+\operatorname{im}(1-M)}\;\cong\;\frac{\{l\in L: Ml=l\}}{(1+M)L}.$$

The map is additive, and its values are fixed because $M(t+Mt)=Mt+t$. By the same computation $(1+M)L$ consists of fixed lattice vectors.

*Kernel.* If $t=l+s-Ms$, then $t+Mt=l+Ml+(s-Ms)+(Ms-s)=l+Ml$, which lies in $L$, so mirror-type parts are admissible. Conversely, let $t+Mt=l+Ml$. Then $u=t-l$ satisfies $Mu=-u$, and $s=u/2$ gives $s-Ms=u$, hence $t=l+s-Ms$.

*Surjectivity.* If $Ml=l$, then $t=l/2$ gives $t+Mt=l$. The first isomorphism theorem finishes the argument.

Also $2t=(t+Mt)+(t-Mt)$, so twice an admissible $t$ is mirror-type. In the limiting case $M=-1$, inversion, every $t+Mt$ vanishes and both quotients are trivial: each translation part merely moves the inversion centre.

## A glide read off from its coordinates

For $t=(1/2,1/3)$ in the opening example, $t+Mt=(1,0)$, while $(1+M)L$ contains only vectors $(2m,0)$ with $m$ an integer. This is a glide, along the line $y=1/6$. If the density is invariant under it, the structure factors satisfy $F(h,0)=(-1)^hF(h,0)$, so those with odd $h$ vanish. For a single operation with $M^2=1$, the classification thus identifies the half-translations behind such extinctions. It does not determine the phases used when symmetrising a computed electron density: those also depend on the part of $t$ that a shift of origin removes.

## The groups in Lean

`V` may have any dimension, and no metric is assumed.

```lean
import Mathlib

namespace GlideClassification

noncomputable section

variable {V : Type*} [AddCommGroup V] [Module ℝ V]
```

The operation usually written $\{M|t\}$ is `seitz M t`.

```lean
/-- The Seitz operation `(M, t)`: apply the linear part `M`, then translate by `t`. -/
def seitz (M : V →ₗ[ℝ] V) (t : V) (x : V) : V := M x + t
```

The numerator and denominator on the left are a preimage of `L` and a sum of subgroups (`⊔`). The name `mirrorType` is used for every involution; for a twofold rotation it means a rotation as opposed to a screw.

```lean
/-- The admissible translation parts: those `t` for which `t + M t` is a lattice vector. -/
def admissible (M : V →ₗ[ℝ] V) (L : AddSubgroup V) : AddSubgroup V :=
  L.comap (LinearMap.id + M).toAddMonoidHom

/-- The mirror-type translation parts `L + image (1 - M)`: sums of a lattice vector and a
vector `s - M s` produced by a shift of origin. -/
def mirrorType (M : V →ₗ[ℝ] V) (L : AddSubgroup V) : AddSubgroup V :=
  L ⊔ (LinearMap.id - M).toAddMonoidHom.range
```

On the right stand the fixed lattice vectors and $(1+M)L$.

```lean
/-- The lattice vectors left fixed by `M`. -/
def fixedLattice (M : V →ₗ[ℝ] V) (L : AddSubgroup V) : AddSubgroup V where
  carrier := {l | l ∈ L ∧ M l = l}
  zero_mem' := ⟨L.zero_mem, map_zero M⟩
  add_mem' := fun ha hb => ⟨L.add_mem ha.1 hb.1, by rw [map_add, ha.2, hb.2]⟩
  neg_mem' := fun ha => ⟨L.neg_mem ha.1, by rw [map_neg, ha.2]⟩

/-- The subgroup `(1 + M) L` of all vectors `l + M l` with `l` in the lattice. -/
def latticeSquares (M : V →ₗ[ℝ] V) (L : AddSubgroup V) : AddSubgroup V :=
  L.map (LinearMap.id + M).toAddMonoidHom
```

The squaring map carries its proof that the values are fixed lattice vectors.

```lean
/-- For an involution `M`, the map sending an admissible translation part `t` to the
`M`-fixed lattice vector `t + M t`. -/
def squareHom (M : V →ₗ[ℝ] V) (L : AddSubgroup V) (hM : ∀ x, M (M x) = x) :
    admissible M L →+ fixedLattice M L :=
  AddMonoidHom.mk'
    (fun t => ⟨(t : V) + M t, t.2, by rw [map_add, hM]; exact add_comm _ _⟩)
    (fun a b => Subtype.ext (by
      show ((a : V) + b) + M ((a : V) + b) = ((a : V) + M a) + ((b : V) + M b)
      rw [map_add]
      abel))
```

## Origin shifts, fixed points and the kernel

The first lemma computes the square; the second unpacks membership in the sum.

```lean
/-- If `M` is an involution, applying `(M, t)` twice is the translation by `t + M t`. -/
theorem seitz_square (M : V →ₗ[ℝ] V) (hM : ∀ x, M (M x) = x) (t x : V) :
    seitz M t (seitz M t x) = x + (t + M t) := by
  simp only [seitz, map_add, hM]
  abel

/-- A translation part is of mirror type exactly when it is a lattice vector plus
`s - M s` for some shift of origin `s`. -/
theorem mem_mirrorType (M : V →ₗ[ℝ] V) (L : AddSubgroup V) (t : V) :
    t ∈ mirrorType M L ↔ ∃ l ∈ L, ∃ s, t = l + (s - M s) := by
  constructor
  · intro h
    obtain ⟨l, hl, y, hy, rfl⟩ := AddSubgroup.mem_sup.1 h
    obtain ⟨s, rfl⟩ := AddMonoidHom.mem_range.1 hy
    exact ⟨l, hl, s, rfl⟩
  · rintro ⟨l, hl, s, rfl⟩
    exact AddSubgroup.mem_sup.2 ⟨l, hl, s - M s, ⟨s, rfl⟩, rfl⟩
```

The next two results give the geometric meaning of mirror type. They need neither $M^2=1$ nor $ML\subseteq L$; `linear_combination` does the rearrangement.

```lean
/-- Two translation parts differ by one of mirror type exactly when the operations
`(M, t)` and `(M, t')` agree up to a shift of origin and a lattice translation. -/
theorem same_type_iff (M : V →ₗ[ℝ] V) (L : AddSubgroup V) (t t' : V) :
    t' - t ∈ mirrorType M L ↔
      ∃ s, ∃ l ∈ L, ∀ x, seitz M t' x = seitz M t (x - s) + s + l := by
  rw [mem_mirrorType]
  constructor
  · rintro ⟨l, hl, s, h⟩
    refine ⟨s, l, hl, fun x => ?_⟩
    simp only [seitz, map_sub]
    linear_combination (norm := module) (1 : ℝ) • h
  · rintro ⟨s, l, hl, h⟩
    refine ⟨l, hl, s, ?_⟩
    have h0 : M 0 + t' = M (0 - s) + t + s + l := h 0
    rw [map_sub, map_zero] at h0
    linear_combination (norm := module) (1 : ℝ) • h0

/-- A translation part `t` is of mirror type exactly when `(M, t)`, followed by a suitable
lattice translation, leaves some point fixed. -/
theorem mirrorType_iff_fixed_point (M : V →ₗ[ℝ] V) (L : AddSubgroup V) (t : V) :
    t ∈ mirrorType M L ↔ ∃ l ∈ L, ∃ x, seitz M (t + l) x = x := by
  rw [mem_mirrorType]
  constructor
  · rintro ⟨l, hl, s, h⟩
    refine ⟨-l, L.neg_mem hl, s, ?_⟩
    simp only [seitz]
    linear_combination (norm := module) (1 : ℝ) • h
  · rintro ⟨l, hl, x, h⟩
    refine ⟨-l, L.neg_mem hl, x, ?_⟩
    simp only [seitz] at h
    linear_combination (norm := module) (1 : ℝ) • h
```

The kernel computation follows, with $s=(t-l)/2$ in the converse direction.

```lean
/-- For an involution `M`, a translation part `t` is of mirror type exactly when
`t + M t` equals `l + M l` for some lattice vector `l`. -/
theorem mirrorType_iff_square (M : V →ₗ[ℝ] V) (L : AddSubgroup V)
    (hM : ∀ x, M (M x) = x) (t : V) :
    t ∈ mirrorType M L ↔ t + M t ∈ latticeSquares M L := by
  rw [mem_mirrorType]
  constructor
  · rintro ⟨l, hl, s, rfl⟩
    refine ⟨l, hl, ?_⟩
    show l + M l = l + (s - M s) + M (l + (s - M s))
    simp only [map_add, map_sub, hM]
    abel
  · rintro ⟨l, hl, h⟩
    have h' : l + M l = t + M t := h
    -- half of `t - l` is the required shift of origin
    refine ⟨l, hl, (1 / 2 : ℝ) • (t - l), ?_⟩
    rw [map_smul, map_sub]
    linear_combination (norm := module) (-(1 / 2) : ℝ) • h'
```

## The isomorphism

Here `hM` says $M^2=1$ and `hL` says $ML\subseteq L$. Since `addSubgroupOf` would silently intersect a denominator with its numerator, both inclusions are part of the statement. The final clause fixes `e` as the map induced by squaring. In the proof, `hg` is surjectivity by halving and `hker` identifies the kernel.

```lean
/-- **Classification of glide vectors.** Let the involution `M` preserve the lattice `L`.
Then `t ↦ t + M t` induces an isomorphism from the admissible translation parts modulo
`L + image (1 - M)` onto the `M`-fixed lattice vectors modulo `(1 + M) L`, and both
denominators are contained in their numerators. -/
theorem glide_classification (M : V →ₗ[ℝ] V) (L : AddSubgroup V)
    (hM : ∀ x, M (M x) = x) (hL : ∀ l ∈ L, M l ∈ L) :
    mirrorType M L ≤ admissible M L ∧ latticeSquares M L ≤ fixedLattice M L ∧
    ∃ e : (admissible M L ⧸ (mirrorType M L).addSubgroupOf (admissible M L)) ≃+
        (fixedLattice M L ⧸ (latticeSquares M L).addSubgroupOf (fixedLattice M L)),
      ∀ t : admissible M L,
        e (QuotientAddGroup.mk t) = QuotientAddGroup.mk (squareHom M L hM t) := by
  have hsq : latticeSquares M L ≤ fixedLattice M L := by
    rintro _ ⟨l, hl, rfl⟩
    refine ⟨L.add_mem hl (hL l hl), ?_⟩
    show M (l + M l) = l + M l
    rw [map_add, hM]
    exact add_comm _ _
  refine ⟨fun t ht => (hsq ((mirrorType_iff_square M L hM t).1 ht)).1, hsq, ?_⟩
  let g := (QuotientAddGroup.mk'
    ((latticeSquares M L).addSubgroupOf (fixedLattice M L))).comp (squareHom M L hM)
  -- every fixed lattice vector `l` is the square of the operation with `t = l / 2`
  have hg : Function.Surjective g := by
    intro q
    obtain ⟨l, rfl⟩ := QuotientAddGroup.mk_surjective q
    have hl : (1 / 2 : ℝ) • (l : V) + M ((1 / 2 : ℝ) • (l : V)) = l := by
      rw [map_smul, l.2.2]
      module
    have hmem : (1 / 2 : ℝ) • (l : V) ∈ admissible M L := by
      show (1 / 2 : ℝ) • (l : V) + M ((1 / 2 : ℝ) • (l : V)) ∈ L
      rw [hl]
      exact l.2.1
    exact ⟨⟨_, hmem⟩, congrArg QuotientAddGroup.mk (Subtype.ext hl)⟩
  -- the kernel consists of the mirror-type translation parts
  have hker : (mirrorType M L).addSubgroupOf (admissible M L) = g.ker := by
    ext t
    rw [AddMonoidHom.mem_ker, AddSubgroup.mem_addSubgroupOf, mirrorType_iff_square M L hM]
    have key : (QuotientAddGroup.mk (squareHom M L hM t) :
        fixedLattice M L ⧸ (latticeSquares M L).addSubgroupOf (fixedLattice M L)) = 0 ↔
        squareHom M L hM t ∈ (latticeSquares M L).addSubgroupOf (fixedLattice M L) :=
      QuotientAddGroup.eq_zero_iff _
    exact key.symm
  exact ⟨(QuotientAddGroup.quotientAddEquivOfEq hker).trans
    (QuotientAddGroup.quotientKerEquivOfSurjective g hg), fun _ => rfl⟩
```

To apply this to a crystal, one must take `L` to be its full translation group and $(M,t)$ to be one of its symmetries; admissibility then follows from squaring. The hypotheses also allow $M=1$, but then only the trivial class occurs in a crystal, because $t$ itself must lie in $L$. The theorem treats one operation at a time, not a space group whose operations share an origin.

```lean
/-- Doubling an admissible translation part always gives one of mirror type. -/
theorem double_mirrorType (M : V →ₗ[ℝ] V) (L : AddSubgroup V) (t : V)
    (ht : t ∈ admissible M L) : t + t ∈ mirrorType M L :=
  (mem_mirrorType M L _).2 ⟨t + M t, ht, t, by abel⟩
```

## Two types on the rectangular lattice

Coordinates are in units of the cell edges.

```lean
/-- The primitive rectangular lattice, in units of its edges: points of the plane with
integer coordinates. -/
def rectLattice : AddSubgroup (ℝ × ℝ) where
  carrier := {p | ∃ m n : ℤ, p = ((m : ℝ), (n : ℝ))}
  zero_mem' := ⟨0, 0, Prod.ext (by simp) (by simp)⟩
  add_mem' := by
    rintro _ _ ⟨m, n, rfl⟩ ⟨m', n', rfl⟩
    exact ⟨m + m', n + n', by simp⟩
  neg_mem' := by
    rintro _ ⟨m, n, rfl⟩
    exact ⟨-m, -n, by simp⟩

/-- The reflection `(x, y) ↦ (x, -y)` of the plane. -/
def rectMirror : (ℝ × ℝ) →ₗ[ℝ] (ℝ × ℝ) :=
  LinearMap.prodMap LinearMap.id (-LinearMap.id)
```

The reflection satisfies both hypotheses of the classification.

```lean
/-- The reflection `(x, y) ↦ (x, -y)` is an involution and preserves the primitive
rectangular lattice. -/
theorem glide_classification_witness :
    (∀ p, rectMirror (rectMirror p) = p) ∧ ∀ p ∈ rectLattice, rectMirror p ∈ rectLattice := by
  constructor
  · intro p
    exact Prod.ext rfl (neg_neg p.2)
  · rintro _ ⟨m, n, rfl⟩
    exact ⟨m, -n, Prod.ext rfl (Int.cast_neg n).symm⟩
```

The last theorem gives exactly two classes, represented by $0$ and $(1/2,0)$. If $(1/2,0)$ were mirror-type, its first coordinate would be an integer, which `omega` refutes. For any other admissible $t$, the parity of twice its first coordinate selects the class, and the shift $(0,t_2/2)$, with $t_2$ the second coordinate of $t$, removes that coordinate; a lattice vector accounts for what is left.

```lean
/-- On the primitive rectangular lattice the translation part `(1/2, 0)` is admissible but
not of mirror type, and every admissible one is of mirror type or differs from `(1/2, 0)`
by one of mirror type. -/
theorem rectangular_two_types :
    ((1 / 2, 0) : ℝ × ℝ) ∈ admissible rectMirror rectLattice ∧
    ((1 / 2, 0) : ℝ × ℝ) ∉ mirrorType rectMirror rectLattice ∧
    ∀ t ∈ admissible rectMirror rectLattice, t ∈ mirrorType rectMirror rectLattice ∨
      t - (1 / 2, 0) ∈ mirrorType rectMirror rectLattice := by
  refine ⟨⟨1, 0, Prod.ext ?_ ?_⟩, ?_, ?_⟩
  · show (1 / 2 : ℝ) + 1 / 2 = ((1 : ℤ) : ℝ)
    norm_num
  · show (0 : ℝ) + -0 = ((0 : ℤ) : ℝ)
    norm_num
  · rw [mem_mirrorType]
    rintro ⟨_, ⟨m, n, rfl⟩, s, h⟩
    have h1 : (1 / 2 : ℝ) = m + (s.1 - s.1) := congrArg Prod.fst h
    have h2 : (2 : ℝ) * m = 1 := by linarith
    have h3 : 2 * m = 1 := by exact_mod_cast h2
    omega
  · rintro t ⟨m, n, h⟩
    have h1 : t.1 + t.1 = (m : ℝ) := congrArg Prod.fst h
    -- the parity of `2 t.1` decides between mirror and glide
    obtain ⟨k, hk | hk⟩ := Int.even_or_odd' m
    · left
      rw [hk] at h1
      push_cast at h1
      refine (mem_mirrorType _ _ _).2
        ⟨((k : ℝ), 0), ⟨k, 0, by simp⟩, (0, t.2 / 2), Prod.ext ?_ ?_⟩
      · show t.1 = (k : ℝ) + (0 - 0)
        linarith
      · show t.2 = (0 : ℝ) + (t.2 / 2 - -(t.2 / 2))
        ring
    · right
      rw [hk] at h1
      push_cast at h1
      refine (mem_mirrorType _ _ _).2
        ⟨((k : ℝ), 0), ⟨k, 0, by simp⟩, (0, t.2 / 2), Prod.ext ?_ ?_⟩
      · show t.1 - 1 / 2 = (k : ℝ) + (0 - 0)
        linarith
      · show t.2 - 0 = (0 : ℝ) + (t.2 / 2 - -(t.2 / 2))
        ring

end

end GlideClassification
```

```lean
#print axioms GlideClassification.mirrorType_iff_fixed_point
#print axioms GlideClassification.glide_classification
#print axioms GlideClassification.double_mirrorType
#print axioms GlideClassification.rectangular_two_types
```

```
'GlideClassification.mirrorType_iff_fixed_point' depends on axioms: [propext, Classical.choice, Quot.sound]
'GlideClassification.glide_classification' depends on axioms: [propext, Classical.choice, Quot.sound]
'GlideClassification.double_mirrorType' depends on axioms: [propext, Classical.choice, Quot.sound]
'GlideClassification.rectangular_two_types' depends on axioms: [propext, Classical.choice, Quot.sound]
```
